# Ideal hcp is not a moved or rescaled copy of fcc: the two atoms at squared distance 8/3

Q: If I label simulated crystals by packing density and number of nearest neighbours, an ideal hcp grain passes for fcc. Both structures have twelve nearest neighbours and the same density. You say that a squared distance of 8/3 tells them apart. Before I believe a computer proof of that, I want to know which crystals it talks about.

A: Infinite, perfect ones, made of points in ordinary Euclidean space, with the nearest-neighbour distance as the unit of length.

```lean
import Mathlib

open Set

namespace ClosePackedStackings

noncomputable section

/-- Three-dimensional Euclidean space. -/
abbrev Space := EuclideanSpace ℝ (Fin 3)
```

A: A hexagonal lattice vector has three integer coordinates a, b, c along the primitive translations:

R(a,b,c) = a (1, 0, 0) + b (1/2, √3/2, 0) + c (0, 0, √(8/3))

```lean
/-- The hexagonal lattice vector with integer coordinates `a, b, c` along the three
primitive translations of ideal hcp, in units of the nearest-neighbour distance. -/
def hcpLattice (a b c : ℤ) : Space :=
  (a : ℝ) • !₂[1, 0, 0] + (b : ℝ) • !₂[1 / 2, √3 / 2, 0] + (c : ℝ) • !₂[0, 0, √(8 / 3)]
```

Q: You have put √(8/3) in by hand. Real hcp metals have other axial ratios.

A: It is an assumption, and it stands for the packing of equal touching spheres. Three touching spheres in a layer and one resting on them form a regular tetrahedron of edge 1, whose height is √(2/3). The c axis spans two such layer spacings, which gives 2√(2/3) = √(8/3). A crystal with another axial ratio is not covered. The second atom of the cell sits one layer up, at

s = (1/2, √3/6, √(2/3))

and the crystal consists of all points R and R + s.

```lean
/-- The position of the second atom in the hcp unit cell. -/
def hcpShift : Space := !₂[1 / 2, √3 / 6, √(2 / 3)]

/-- The ideal hcp crystal: two atoms for each hexagonal lattice vector. -/
def hcp : Set Space :=
  {p | ∃ a b c : ℤ, p = hcpLattice a b c ∨ p = hcpLattice a b c + hcpShift}
```

Q: And fcc?

A: Integer triples (x, y, z) with x + y + z even, divided by √2. The triple (1, 1, 0) has length √2, so after the division the bond length is 1, as in hcp.

```lean
/-- The fcc crystal: integer triples of even sum, scaled by `1 / √2`. -/
def fcc : Set Space :=
  {p | ∃ x y z : ℤ, Even (x + y + z) ∧ p = (1 / √2 : ℝ) • !₂[(x : ℝ), (y : ℝ), (z : ℝ)]}
```

Q: Then show me where 8/3 comes from.

A: From Cartesian coordinates. In `Space` the norm is the Euclidean one, so squared lengths are sums of three squares, and

R(a,b,c) = (a + b/2, b√3/2, c√(8/3))

The next two lemmas record these facts.

```lean
/-- The squared length of a vector is the sum of its squared Cartesian coordinates. -/
theorem norm_sq_coords (x y z : ℝ) : ‖(!₂[x, y, z] : Space)‖ ^ 2 = x ^ 2 + y ^ 2 + z ^ 2 := by
  simp [EuclideanSpace.norm_sq_eq, Fin.sum_univ_three]

/-- The Cartesian coordinates of a hexagonal lattice vector. -/
theorem hcpLattice_coords (a b c : ℤ) :
    hcpLattice a b c = !₂[(a : ℝ) + b / 2, b * (√3 / 2), c * √(8 / 3)] := by
  ext i
  fin_cases i <;> simp [hcpLattice]
  ring
```

A: Squaring gives, for the first kind of atom,

|R|² = (a + b/2)² + 3b²/4 + 8c²/3 = a² + ab + b² + (8/3)c²

For the second kind, use √(8/3) = 2√(2/3) to collect the height:

R + s = (a + b/2 + 1/2, √3(b/2 + 1/6), √(2/3)(2c + 1))

The two in-plane squares add up to a² + ab + b² + a + b + 1/3. The vertical one is

(2/3)(2c + 1)² = (8/3)c(c + 1) + 2/3

so that

|R + s|² = a² + ab + b² + a + b + 1 + (8/3)c(c + 1)

Lean does the same expansion. In each half of the proof, `linear_combination` replaces the squares of √3 and √(2/3) by 3 and 2/3 and checks that the polynomials agree.

```lean
/-- The squared distances from the origin to the two atoms of the hcp cell `a, b, c`. -/
theorem hcp_norm_sq (a b c : ℤ) :
    ‖hcpLattice a b c‖ ^ 2 = (a : ℝ) ^ 2 + a * b + b ^ 2 + 8 / 3 * c ^ 2 ∧
    ‖hcpLattice a b c + hcpShift‖ ^ 2 =
      (a : ℝ) ^ 2 + a * b + b ^ 2 + a + b + 1 + 8 / 3 * (c * (c + 1)) := by
  have hs : √3 ^ 2 = (3 : ℝ) := Real.sq_sqrt (by norm_num)
  have hu : √(2 / 3) ^ 2 = (2 / 3 : ℝ) := Real.sq_sqrt (by norm_num)
  -- the c axis is twice the layer spacing
  have ht : √(8 / 3) = 2 * √(2 / 3) := by
    rw [show (8 / 3 : ℝ) = 2 ^ 2 * (2 / 3) by norm_num, Real.sqrt_mul (by positivity),
      Real.sqrt_sq (by norm_num)]
  constructor
  · rw [hcpLattice_coords, norm_sq_coords, ht]
    linear_combination (b : ℝ) ^ 2 / 4 * hs + 4 * (c : ℝ) ^ 2 * hu
  · have h : hcpLattice a b c + hcpShift = !₂[(a : ℝ) + b / 2 + 1 / 2,
        b * (√3 / 2) + √3 / 6, c * √(8 / 3) + √(2 / 3)] := by
      rw [hcpLattice_coords, hcpShift]
      ext i
      fin_cases i <;> simp
    rw [h, norm_sq_coords, ht]
    linear_combination ((b : ℝ) / 2 + 1 / 6) ^ 2 * hs + (2 * (c : ℝ) + 1) ^ 2 * hu
```

Q: Those are infinitely many values. How do you know that only two atoms hit 8/3?

A: By positivity and integrality. Write

N = a² + ab + b², M = N + a + b, K = c(c + 1)

All three are integers, and none is negative. For N, use

2N = a² + b² + (a + b)²

which also shows that N = 0 only for a = b = 0. For M, use

12M + 4 = 3(2a + b + 1)² + (3b + 1)²

so M ≥ −1/3, and an integer that is at least −1/3 is at least 0. K is a product of consecutive integers, which never have opposite signs. In the code, `nlinarith` receives squares like these as hints. For the vanishing of N it gets slightly different ones, which bound a² and b² separately.

```lean
/-- The integer forms in the hcp distances are nonnegative, and the in-plane form of the
lattice vectors vanishes only at the origin of the plane. -/
theorem integer_forms (a b c : ℤ) :
    0 ≤ a ^ 2 + a * b + b ^ 2 ∧ (a ^ 2 + a * b + b ^ 2 = 0 → a = 0 ∧ b = 0) ∧
    0 ≤ a ^ 2 + a * b + b ^ 2 + a + b ∧ 0 ≤ c * (c + 1) := by
  refine ⟨by nlinarith [sq_nonneg (a + b), sq_nonneg a, sq_nonneg b], fun h => ?_, ?_, ?_⟩
  · have ha : a ^ 2 = 0 := by nlinarith [sq_nonneg (a + 2 * b), sq_nonneg a]
    have hb : b ^ 2 = 0 := by nlinarith [sq_nonneg (2 * a + b), sq_nonneg b]
    exact ⟨pow_eq_zero_iff two_ne_zero |>.1 ha, pow_eq_zero_iff two_ne_zero |>.1 hb⟩
  · have h : 0 ≤ 12 * (a ^ 2 + a * b + b ^ 2 + a + b) + 4 := by
      nlinarith [sq_nonneg (2 * a + b + 1), sq_nonneg (3 * b + 1)]
    linarith [show -1 < a ^ 2 + a * b + b ^ 2 + a + b by linarith]
  · rcases le_or_gt 0 c with h | h
    · positivity
    · exact mul_nonneg_of_nonpos_of_nonpos h.le (by omega)
```

A: Now set the squared distance equal to 8/3. For an atom R this means

3N + 8c² = 8

Since N ≥ 0, c is −1, 0 or 1. If c = 0, then 3N = 8, which no integer satisfies. If c = ±1, then N = 0, hence a = b = 0. For an atom R + s the condition is

3M + 8K = 5

Here K ≥ 1 is too large, and K = 0 would require 3M = 5. So the only solutions are the translations of the origin by plus and minus the c axis.

Q: Does the theorem say that, or only that there are two?

A: Both. The first half of `hcp_shell` identifies the set of atoms with squared norm 8/3 as `{hcpLattice 0 0 1, hcpLattice 0 0 (-1)}`, and the second half counts it with `ncard`. In the proof, `exact_mod_cast` turns the real equation into an integer one and `omega` rules out the impossible cases. The count needs the two points to be different, which is read off from their third coordinates. The theorem concerns the shell around the atom at the origin.

```lean
/-- Exactly two hcp atoms lie at squared distance `8/3` from the origin: the translations
of the origin by plus and minus the c axis. -/
theorem hcp_shell : {p ∈ hcp | ‖p‖ ^ 2 = 8 / 3} = {hcpLattice 0 0 1, hcpLattice 0 0 (-1)} ∧
    {p ∈ hcp | ‖p‖ ^ 2 = 8 / 3}.ncard = 2 := by
  have key : {p ∈ hcp | ‖p‖ ^ 2 = 8 / 3} = {hcpLattice 0 0 1, hcpLattice 0 0 (-1)} := by
    ext p
    constructor
    · rintro ⟨⟨a, b, c, rfl | rfl⟩, h⟩
      · rw [(hcp_norm_sq a b c).1] at h
        have hz : 3 * (a ^ 2 + a * b + b ^ 2) + 8 * c ^ 2 = 8 := by
          have : 3 * ((a : ℝ) ^ 2 + a * b + b ^ 2) + 8 * c ^ 2 = 8 := by linarith
          exact_mod_cast this
        obtain ⟨hN, h0, -, -⟩ := integer_forms a b c
        have c1 : c ≤ 1 := by nlinarith
        have c2 : -1 ≤ c := by nlinarith
        have hc : c = 1 ∨ c = -1 ∨ c = 0 := by omega
        rcases hc with rfl | rfl | rfl
        · obtain ⟨rfl, rfl⟩ := h0 (by linarith)
          exact Or.inl rfl
        · obtain ⟨rfl, rfl⟩ := h0 (by linarith)
          exact Or.inr rfl
        · omega
      · -- the shifted atoms would need 3 M + 8 K = 5 with M, K nonnegative integers
        rw [(hcp_norm_sq a b c).2] at h
        have hz : 3 * (a ^ 2 + a * b + b ^ 2 + a + b) + 8 * (c * (c + 1)) = 5 := by
          have : 3 * ((a : ℝ) ^ 2 + a * b + b ^ 2 + a + b) + 8 * (c * (c + 1)) = 5 := by
            linarith
          exact_mod_cast this
        obtain ⟨-, -, hM, hK⟩ := integer_forms a b c
        generalize a ^ 2 + a * b + b ^ 2 + a + b = M at hz hM
        generalize c * (c + 1) = K at hz hK
        omega
    · rintro (rfl | rfl)
      · exact ⟨⟨0, 0, 1, Or.inl rfl⟩, by rw [(hcp_norm_sq 0 0 1).1]; norm_num⟩
      · exact ⟨⟨0, 0, -1, Or.inl rfl⟩, by rw [(hcp_norm_sq 0 0 (-1)).1]; norm_num⟩
  refine ⟨key, ?_⟩
  rw [key]
  refine Set.ncard_pair fun h => ?_
  rw [hcpLattice_coords, hcpLattice_coords] at h
  have h2 : ((1 : ℤ) : ℝ) * √(8 / 3) = ((-1 : ℤ) : ℝ) * √(8 / 3) :=
    congrArg (fun p : Space => p 2) h
  have hpos : 0 < √(8 / 3 : ℝ) := Real.sqrt_pos.2 (by norm_num)
  push_cast at h2
  linarith
```

Q: Is your unit really the nearest-neighbour distance, or have you only called it that?

A: Seen from the origin, no other hcp atom is closer than 1. An atom R has |R|² ≥ N + c², an integer that is positive unless R = 0. An atom R + s has

|R + s|² = M + 1 + (8/3)K ≥ 1

The atom R(1,0,0) attains the bound. I shall need this lemma again when we allow rescaling.

```lean
/-- Every hcp atom other than the one at the origin is at least one unit away from it. -/
theorem hcp_min (p : Space) (hp : p ∈ hcp) (h0 : p ≠ 0) : 1 ≤ ‖p‖ ^ 2 := by
  obtain ⟨a, b, c, rfl | rfl⟩ := hp
  · obtain ⟨hN, hz, -, -⟩ := integer_forms a b c
    have h : 1 ≤ a ^ 2 + a * b + b ^ 2 + c ^ 2 := by
      by_contra hlt
      have hc : c ^ 2 = 0 := by linarith [sq_nonneg c, Int.not_le.1 hlt]
      obtain ⟨rfl, rfl⟩ := hz (by linarith [Int.not_le.1 hlt])
      obtain rfl := pow_eq_zero_iff two_ne_zero |>.1 hc
      exact h0 (by simp [hcpLattice])
    have hR : (1 : ℝ) ≤ (a : ℝ) ^ 2 + a * b + b ^ 2 + c ^ 2 := by exact_mod_cast h
    rw [(hcp_norm_sq a b c).1]
    linarith [sq_nonneg (c : ℝ)]
  · obtain ⟨-, -, hM, hK⟩ := integer_forms a b c
    have hM' : (0 : ℝ) ≤ (a : ℝ) ^ 2 + a * b + b ^ 2 + a + b := by exact_mod_cast hM
    have hK' : (0 : ℝ) ≤ (c : ℝ) * (c + 1) := by exact_mod_cast hK
    rw [(hcp_norm_sq a b c).2]
    linarith
```

Q: So hcp has the squared distance 8/3. Why can fcc not have it somewhere?

A: Because every squared distance in fcc is an integer. Take two sites with triples (x, y, z) and (x′, y′, z′), and let u = x − x′, v = y − y′, w = z − z′. The factor 1/√2 halves squared distances:

d² = (u² + v² + w²)/2

```lean
/-- Scaling by `1 / √2` halves the squared distance between two points. -/
theorem scaled_dist_sq (x y z x' y' z' : ℝ) :
    dist ((1 / √2 : ℝ) • (!₂[x, y, z] : Space)) ((1 / √2 : ℝ) • !₂[x', y', z']) ^ 2 =
      ((x - x') ^ 2 + (y - y') ^ 2 + (z - z') ^ 2) / 2 := by
  have h : (!₂[x, y, z] : Space) - !₂[x', y', z'] = !₂[x - x', y - y', z - z'] := by
    ext i
    fin_cases i <;> simp
  rw [dist_eq_norm, ← smul_sub, h, norm_smul, mul_pow, norm_sq_coords, Real.norm_eq_abs,
    sq_abs, div_pow, Real.sq_sqrt (by norm_num)]
  ring
```

A: The coordinate sums are even, say 2k and 2l, so u + v + w = 2(k − l). Expanding the square of this sum gives

u² + v² + w² = 4(k − l)² − 2(uv + vw + uw)

and therefore

d² = 2(k − l)² − (uv + vw + uw)

which is an integer. The Lean proof supplies exactly this integer and checks it against the two parity equations.

```lean
/-- The squared distance between any two fcc atoms is an integer. -/
theorem fcc_dist_sq_int (p q : Space) (hp : p ∈ fcc) (hq : q ∈ fcc) :
    ∃ n : ℤ, dist p q ^ 2 = n := by
  obtain ⟨x, y, z, ⟨k, hk⟩, rfl⟩ := hp
  obtain ⟨x', y', z', ⟨l, hl⟩, rfl⟩ := hq
  have hk' : (x : ℝ) + y + z = k + k := by exact_mod_cast hk
  have hl' : (x' : ℝ) + y' + z' = l + l := by exact_mod_cast hl
  -- a sum of three squares has the parity of the sum of the three numbers
  refine ⟨2 * (k - l) ^ 2 - ((x - x') * (y - y') + (y - y') * (z - z')
    + (x - x') * (z - z')), ?_⟩
  rw [scaled_dist_sq]
  push_cast
  linear_combination
    ((x : ℝ) + y + z - x' - y' - z' + 2 * (k - l)) / 2 * (hk' - hl')
```

Q: Now the comparison itself. A crystal can be rotated, reflected or shifted. Which of these do you allow?

A: All of them, and more. The map `f` is an arbitrary function on space. It need not be linear or continuous, and it is only required to preserve distances between hcp atoms. The conclusion `¬ MapsTo f hcp fcc` says that it cannot send every hcp atom to an fcc site, even if some fcc sites may stay empty.

The argument takes one pair, the origin and R(0,0,1). Their images would be fcc sites at squared distance 8/3, so some integer n would satisfy 3n = 8.

```lean
/-- No map that preserves the distances between hcp atoms sends them all to fcc sites. -/
theorem no_isometry_hcp_to_fcc (f : Space → Space)
    (hf : ∀ p ∈ hcp, ∀ q ∈ hcp, dist (f p) (f q) = dist p q) : ¬ MapsTo f hcp fcc := by
  intro hm
  have h0 : (0 : Space) ∈ hcp := ⟨0, 0, 0, Or.inl (by simp [hcpLattice])⟩
  have hc : hcpLattice 0 0 1 ∈ hcp := ⟨0, 0, 1, Or.inl rfl⟩
  obtain ⟨n, hn⟩ := fcc_dist_sq_int _ _ (hm hc) (hm h0)
  rw [hf _ hc 0 h0, dist_zero_right, (hcp_norm_sq 0 0 1).1] at hn
  have h : (3 : ℝ) * n = 8 := by
    rw [← hn]
    norm_num
  have h' : 3 * n = 8 := by exact_mod_cast h
  omega
```

Q: A sceptic would say that you merely chose unlucky units. Stretch hcp a little and 8/3 may become an integer.

A: That is why there is a second statement. Let `f` multiply all distances between hcp atoms by a common factor r. Then the image `f '' hcp` is not the whole of fcc.

Q: Why "the whole of" this time?

A: Because an enlarged hcp crystal can fit inside fcc with sites left over. Enlarge it by a factor of three, put one atom on an fcc site, and align its close-packed layers, and the nearest-neighbour rows within them, with those of fcc: a short calculation then puts every atom on an fcc site. Two crystals are the same up to scale only if the map fills all sites, so that is the right condition to refute.

Suppose, then, that the image is all of fcc. The bond from the origin to R(1,0,0) has length 1, so its image has squared length r², and r² is an integer. Next, let P be the image of the origin. The point P + (1, 1, 0)/√2 is an fcc site at distance 1 from P, so it is the image of some hcp atom q, and

1 = r²|q|²

Hence r² > 0 and q ≠ 0. By the minimum-distance lemma |q|² ≥ 1, so r² ≤ 1. An integer with 0 < r² ≤ 1 equals 1. The map then preserves squared distances, and therefore distances, and the previous theorem excludes it. The Lean proof follows this order, except that it obtains the bounds on r² before its integrality.

```lean
/-- No map that multiplies all distances between hcp atoms by a common factor carries the
hcp crystal onto the fcc crystal. -/
theorem no_similarity_hcp_onto_fcc (r : ℝ) (f : Space → Space)
    (hf : ∀ p ∈ hcp, ∀ q ∈ hcp, dist (f p) (f q) = r * dist p q) : f '' hcp ≠ fcc := by
  intro h
  have hm : MapsTo f hcp fcc := fun p hp => by
    rw [← h]
    exact mem_image_of_mem f hp
  have h0 : (0 : Space) ∈ hcp := ⟨0, 0, 0, Or.inl (by simp [hcpLattice])⟩
  have ha : hcpLattice 1 0 0 ∈ hcp := ⟨1, 0, 0, Or.inl rfl⟩
  -- a nearest neighbour of the image of the origin comes from some hcp atom q
  obtain ⟨x, y, z, ⟨k, hk⟩, hp⟩ := hm h0
  have hnb : (1 / √2 : ℝ) • (!₂[((x + 1 : ℤ) : ℝ), ((y + 1 : ℤ) : ℝ), (z : ℝ)] : Space)
      ∈ fcc := ⟨x + 1, y + 1, z, ⟨k + 1, by omega⟩, rfl⟩
  rw [← h] at hnb
  obtain ⟨q, hq, hfq⟩ := hnb
  have hd : dist (f q) (f 0) ^ 2 = 1 := by
    rw [hfq, hp, scaled_dist_sq]
    push_cast
    ring
  rw [hf q hq 0 h0, mul_pow, dist_zero_right] at hd
  have hq0 : q ≠ 0 := by
    intro hz
    rw [hz] at hd
    simp at hd
  have hr1 : r ^ 2 ≤ 1 := by
    nlinarith [mul_nonneg (sq_nonneg r) (sub_nonneg.2 (hcp_min q hq hq0))]
  have hr0 : 0 < r ^ 2 := lt_of_le_of_ne (sq_nonneg r) fun hz => by
    rw [← hz] at hd
    simp at hd
  -- the squared scale factor is an integer, hence equal to one
  obtain ⟨n, hn⟩ := fcc_dist_sq_int _ _ (hm ha) (hm h0)
  rw [hf _ ha 0 h0, mul_pow, dist_zero_right, (hcp_norm_sq 1 0 0).1] at hn
  have hn' : r ^ 2 = n := by
    rw [← hn]
    norm_num
  rw [hn'] at hr0 hr1
  have n0 : 0 < n := by exact_mod_cast hr0
  have n1 : n ≤ 1 := by exact_mod_cast hr1
  have hn1 : n = 1 := by omega
  have hr : r ^ 2 = 1 := by
    rw [hn', hn1]
    norm_num
  refine no_isometry_hcp_to_fcc f (fun p hp q hq => ?_) hm
  have hsq : dist (f p) (f q) ^ 2 = dist p q ^ 2 := by
    rw [hf p hp q hq, mul_pow, hr, one_mul]
  exact (sq_eq_sq₀ dist_nonneg dist_nonneg).1 hsq

end

end ClosePackedStackings
```

```lean
#print axioms ClosePackedStackings.hcp_shell
-- 'ClosePackedStackings.hcp_shell' depends on axioms: [propext, Classical.choice, Quot.sound]
#print axioms ClosePackedStackings.no_similarity_hcp_onto_fcc
-- 'ClosePackedStackings.no_similarity_hcp_onto_fcc' depends on axioms: [propext, Classical.choice, Quot.sound]
```

Q: What may I take back to my simulation?

A: For perfect, static crystals with the ideal axial ratio, a pair distance of √(8/3), about 1.63 bond lengths, occurs in hcp and never in fcc, so it can serve as a structural marker. Thermal broadening, defects and the energy difference between the two stackings are not part of the model.
